# With only translations force-free, charge corrections invisible to every vibration are proportional to mass

Let the force constants \(\Phi\) be real and symmetric, let the uniform translations be exactly the displacements that cost no force, and let all masses \(m_i\) be positive. Then adding charges \(x_i\) to the atoms leaves the dipole of every mode with nonzero eigenvalue unchanged if and only if \(x_i=c\,m_i\) for one constant \(c\).

The question arises when computed effective charges do not add up to zero and must be corrected without altering the mode dipoles, from which infrared intensities are computed. The answer here is for a finite harmonic model with one displacement component and one scalar charge per atom.

## Modes, dipoles and silent corrections

A mode is a displacement \(u\neq0\) with \((\Phi u)_i=\lambda m_iu_i\), where \(\lambda=\omega^2\) is the squared frequency; negative \(\lambda\) is allowed. Its dipole under charges \(x\) is \(\sum_i x_iu_i\).

In Lean 4 with Mathlib:

```lean
import Mathlib

open Matrix

namespace AcousticChargeCorrection

noncomputable section

variable {n : Type*} [Fintype n]

/-- A vibrational mode: a nonzero displacement `u` with `Φ u = lam M u`, where `M` is the
diagonal matrix of the masses `m`. -/
def IsMode (Φ : Matrix n n ℝ) (m : n → ℝ) (lam : ℝ) (u : n → ℝ) : Prop :=
  u ≠ 0 ∧ ∀ i, (Φ *ᵥ u) i = lam * (m i * u i)

/-- The dipole `∑ x_i u_i` that charges `x` produce under the displacement `u`. -/
def dipole (x u : n → ℝ) : ℝ := x ⬝ᵥ u
```

`IsSilent` describes a correction \(x\) whose dipole vanishes on all modes with \(\lambda\ne0\). In spectroscopy "silent" usually describes a mode; here it describes charges.

```lean
/-- A charge correction `x` is silent if its dipole vanishes on every mode with `lam ≠ 0`. -/
def IsSilent (Φ : Matrix n n ℝ) (m x : n → ℝ) : Prop :=
  ∀ lam u, lam ≠ 0 → IsMode Φ m lam u → dipole x u = 0

/-- The displacements that cost no force are exactly the uniform translations. -/
def KernelIsTranslations (Φ : Matrix n n ℝ) : Prop :=
  ∀ u : n → ℝ, Φ *ᵥ u = 0 ↔ ∃ a, ∀ i, u i = a
```

The mass-weighted matrix is \(D_{ij}=\Phi_{ij}/\sqrt{m_im_j}\).

```lean
/-- The mass-weighted dynamical matrix `Φ_ij / √(m_i m_j)`, for positive masses. -/
def dynamicalMatrix (Φ : Matrix n n ℝ) (m : n → ℝ) : Matrix n n ℝ :=
  Matrix.of fun i j => Φ i j / (√(m i) * √(m j))
```

## Symmetric force constants

Symmetry, `Φ.IsSymm`, holds when forces derive from a harmonic energy. It lets a matrix \(A\) cross the dot product: \((Av)\cdot w=v\cdot(Aw)\).

```lean
/-- Reciprocity: a symmetric matrix can be moved from one side of the dot product
to the other. -/
theorem reciprocity {A : Matrix n n ℝ} (hA : A.IsSymm) (v w : n → ℝ) :
    (A *ᵥ v) ⬝ᵥ w = v ⬝ᵥ (A *ᵥ w) := by
  rw [Matrix.dotProduct_mulVec, ← Matrix.mulVec_transpose, hA.eq]
```

It also gives \(D\) an orthonormal eigenbasis \(e_k\) with \(De_k=\mu_ke_k\). Suppose \(y\) is orthogonal to every eigenvector of nonzero eigenvalue. Then

\[
(Dy)\cdot e_k=y\cdot(De_k)=\mu_k\,(y\cdot e_k)=0,
\]

because either \(\mu_k=0\) or \(y\cdot e_k=0\). All components of \(Dy\) vanish, so \(Dy=0\). In the proof, `key` is this computation, and `sum_repr'` rebuilds \(Dy\) from its components.

```lean
/-- For a real symmetric matrix, a vector orthogonal to all eigenvectors of nonzero eigenvalue
lies in the kernel. -/
theorem mulVec_eq_zero_of_orthogonal {D : Matrix n n ℝ} (h : D.IsSymm) (y : n → ℝ)
    (hy : ∀ (lam : ℝ) (w : n → ℝ), lam ≠ 0 → D *ᵥ w = lam • w → y ⬝ᵥ w = 0) :
    D *ᵥ y = 0 := by
  classical
  have hD : D.IsHermitian := by
    rw [Matrix.IsHermitian, Matrix.conjTranspose_eq_transpose_of_trivial]
    exact h
  -- every component of `D y` in the eigenbasis vanishes
  have key : ∀ k, (D *ᵥ y) ⬝ᵥ (hD.eigenvectorBasis k).ofLp = 0 := by
    intro k
    have e := hD.mulVec_eigenvectorBasis k
    rw [reciprocity h, e, dotProduct_smul]
    by_cases hl : hD.eigenvalues k = 0
    · rw [hl, zero_smul]
    · rw [hy _ _ hl e, smul_zero]
  have v0 : WithLp.toLp 2 (D *ᵥ y) = (0 : EuclideanSpace ℝ n) := by
    rw [← hD.eigenvectorBasis.sum_repr' (WithLp.toLp 2 (D *ᵥ y))]
    apply Finset.sum_eq_zero
    intro k _
    have hk : inner ℝ (hD.eigenvectorBasis k) (WithLp.toLp 2 (D *ᵥ y)) = 0 := by
      rw [EuclideanSpace.inner_eq_star_dotProduct, star_trivial]
      exact key k
    rw [hk, zero_smul]
  exact congrArg WithLp.ofLp v0
```

Without symmetry the result can fail. Take unit masses and \(\Phi=\begin{pmatrix}1&-1\\0&0\end{pmatrix}\), whose kernel is still the translations. The modes with \(\lambda\neq0\) are the multiples of \((1,0)\), so \(x=(0,1)\) is silent and \(x=(1,1)\) is not. This example also violates force balance, \(\sum_i\Phi_{ij}=0\), which symmetry and the kernel condition together would guarantee.

## Positive masses

Positive masses make \(\sqrt{m_i}\) real and nonzero, so mass weighting can be undone:

\[
\sum_j\Phi_{ij}\frac{w_j}{\sqrt{m_j}}=\sqrt{m_i}\,(Dw)_i .
\]

```lean
/-- For positive masses, component `i` of `Φ` applied to the displacement `w_j / √m_j` is `√m_i`
times component `i` of the dynamical matrix applied to `w`. -/
theorem force_massWeighted (Φ : Matrix n n ℝ) {m : n → ℝ} (hm : ∀ i, 0 < m i)
    (w : n → ℝ) (i : n) :
    (Φ *ᵥ fun j => w j / √(m j)) i = √(m i) * (dynamicalMatrix Φ m *ᵥ w) i := by
  simp only [Matrix.mulVec, dotProduct, dynamicalMatrix, Matrix.of_apply, Finset.mul_sum]
  refine Finset.sum_congr rfl fun j _ => ?_
  have hi := (Real.sqrt_pos.2 (hm i)).ne'
  have hj := (Real.sqrt_pos.2 (hm j)).ne'
  field_simp
```

If \(Dw=\lambda w\), then \(u_i=w_i/\sqrt{m_i}\) satisfies \((\Phi u)_i=\sqrt{m_i}\,\lambda w_i=\lambda m_iu_i\). For silent \(x\), put \(y_i=x_i/\sqrt{m_i}\). When \(\lambda\ne0\), \(y\cdot w=\sum_i x_iu_i=0\), so \(Dy=0\) and \((\Phi(x/m))_i=\sqrt{m_i}(Dy)_i=0\), where \((x/m)_i=x_i/m_i\).

Conversely, if \(\Phi(x/m)=0\), every mode obeys

\[
\lambda\sum_i x_iu_i=\sum_i\frac{x_i}{m_i}(\Phi u)_i=(\Phi(x/m))\cdot u=0,
\]

and \(\lambda\neq0\) can be divided out. The two bullets of the proof are these two directions; the first treats \(u=0\) separately, since a mode must be nonzero.

```lean
/-- For symmetric force constants and positive masses, a charge correction `x` is silent exactly
when the displacement `x_i / m_i` produces no force. -/
theorem isSilent_iff_force_eq_zero {Φ : Matrix n n ℝ} (hΦ : Φ.IsSymm) {m : n → ℝ}
    (hm : ∀ i, 0 < m i) (x : n → ℝ) :
    IsSilent Φ m x ↔ Φ *ᵥ (fun i => x i / m i) = 0 := by
  constructor
  · intro hx
    have hD : (dynamicalMatrix Φ m).IsSymm := Matrix.IsSymm.ext fun i j => by
      simp only [dynamicalMatrix, Matrix.of_apply]
      rw [hΦ.apply i j, mul_comm]
    have hy := mulVec_eq_zero_of_orthogonal hD (fun i => x i / √(m i)) (by
      intro lam w hl hw
      -- undo the mass weighting to obtain a mode in the sense of `IsMode`
      have hdip : (fun i => x i / √(m i)) ⬝ᵥ w = dipole x (fun i => w i / √(m i)) :=
        Finset.sum_congr rfl fun i _ => by ring
      rw [hdip]
      by_cases hu : (fun i => w i / √(m i)) = 0
      · rw [hu, dipole, dotProduct_zero]
      · refine hx lam _ hl ⟨hu, fun i => ?_⟩
        have hi := (Real.sqrt_pos.2 (hm i)).ne'
        have hs : m i * (w i / √(m i)) = √(m i) * w i := by
          rw [← mul_div_assoc, div_eq_iff hi]
          linear_combination (-w i) * Real.mul_self_sqrt (hm i).le
        rw [force_massWeighted Φ hm, hw, hs, Pi.smul_apply, smul_eq_mul]
        ring)
    have hxm : (fun i => x i / m i) = fun i => (x i / √(m i)) / √(m i) := by
      funext i
      rw [div_div, Real.mul_self_sqrt (hm i).le]
    funext i
    rw [hxm, force_massWeighted Φ hm (fun i => x i / √(m i)), hy, Pi.zero_apply, mul_zero]
  · intro h lam u hl hu
    -- `lam` times the dipole is the dot product of `x / m` with `Φ u`
    have h1 : lam * dipole x u = (fun i => x i / m i) ⬝ᵥ (Φ *ᵥ u) := by
      simp only [dipole, dotProduct, Finset.mul_sum]
      refine Finset.sum_congr rfl fun i _ => ?_
      have hi := (hm i).ne'
      rw [hu.2 i]
      field_simp
    rw [← reciprocity hΦ, h, zero_dotProduct] at h1
    exact (mul_eq_zero.1 h1).resolve_left hl
```

Nonzero masses of either sign would not suffice. In the unphysical case of two atoms with masses \(1\) and \(-1\) joined by a spring, there is no mode with \(\lambda\neq0\), so every correction is silent.

## Only translations in the kernel

`KernelIsTranslations` says that a rigid shift costs no force (the acoustic sum rule for \(\Phi\)) and that nothing else is force-free. It enters only now: \(\Phi(x/m)=0\) means \(x_i/m_i=c\), hence \(x_i=c\,m_i\). The proof rewrites with `hker` and clears the division.

```lean
/-- Let the force constants be symmetric with only the translations in their kernel, and the
masses positive. A charge correction has zero dipole on every mode with `lam ≠ 0` if and only if
it is proportional to the masses. -/
theorem isSilent_iff_proportional_mass {Φ : Matrix n n ℝ} (hΦ : Φ.IsSymm)
    (hker : KernelIsTranslations Φ) {m : n → ℝ} (hm : ∀ i, 0 < m i) (x : n → ℝ) :
    IsSilent Φ m x ↔ ∃ c, ∀ i, x i = c * m i := by
  rw [isSilent_iff_force_eq_zero hΦ hm, hker]
  exact exists_congr fun c => forall_congr' fun i => div_eq_iff (hm i).ne'
```

Both halves matter. For two atoms with \(\Phi=0\), every correction is silent. If \(\Phi\) is the identity, each atom is tied to its site and only \(x=0\) is silent.

A three-dimensional crystal has three translations, so this hypothesis does not describe it directly. Let \(\Phi\) be its force constants for displacements that are the same in every cell. The force criterion above still applies if the index runs over pairs of atom \(i\) and direction \(\alpha\). For one component of the dipole, let \(x_{i\alpha}\) be the correction to the coefficient of \(u_{i\alpha}\). The same argument then gives \(x_{i\alpha}=c_\alpha m_i\) when the kernel is exactly the three translations. An isolated molecule at equilibrium can also rotate without force, so it has further silent corrections.

## Restoring neutrality

For given charges \(z_i\), neutrality requires \(\sum_i z_i+c\sum_i m_i=0\). This fixes \(c=-\sum_i z_i/\sum_i m_i\), with at least one atom present so that the total mass is positive.

```lean
/-- Under the same conditions, for at least one atom, exactly one silent correction makes given
charges `z` neutral: it removes the total charge in proportion to the masses. -/
theorem neutralising_correction [Nonempty n] {Φ : Matrix n n ℝ} (hΦ : Φ.IsSymm)
    (hker : KernelIsTranslations Φ) {m : n → ℝ} (hm : ∀ i, 0 < m i) (z x : n → ℝ) :
    (IsSilent Φ m x ∧ ∑ i, (z i + x i) = 0) ↔
      ∀ i, x i = -((∑ j, z j) / (∑ j, m j)) * m i := by
  have hM : 0 < ∑ j, m j := Finset.sum_pos (fun i _ => hm i) Finset.univ_nonempty
  rw [isSilent_iff_proportional_mass hΦ hker hm]
  constructor
  · rintro ⟨⟨c, hc⟩, h⟩ i
    simp only [hc, Finset.sum_add_distrib, ← Finset.mul_sum] at h
    -- neutrality fixes the constant of proportionality
    have hcv : c = -((∑ j, z j) / (∑ j, m j)) := by
      rw [← neg_div, eq_div_iff hM.ne']
      linarith
    rw [hc i, hcv]
  · intro h
    refine ⟨⟨_, h⟩, ?_⟩
    simp only [h, Finset.sum_add_distrib, ← Finset.mul_sum]
    rw [neg_mul, div_mul_cancel₀ _ hM.ne', add_neg_cancel]
```

Spreading the excess evenly is silent only for equal masses. With at least one atom, if \(q=c\,m_i\) for all \(i\) with \(q\neq0\), then \(c\neq0\) and all masses are equal. Conversely, equal masses allow \(c=q/m_i\). With no atoms, both sides of the equivalence below hold trivially.

```lean
/-- Under the conditions of the main theorem, adding the same nonzero charge `q` to every atom is
silent if and only if all masses are equal. -/
theorem uniform_correction_isSilent_iff {Φ : Matrix n n ℝ} (hΦ : Φ.IsSymm)
    (hker : KernelIsTranslations Φ) {m : n → ℝ} (hm : ∀ i, 0 < m i) {q : ℝ} (hq : q ≠ 0) :
    IsSilent Φ m (fun _ => q) ↔ ∀ i j, m i = m j := by
  rw [isSilent_iff_proportional_mass hΦ hker hm]
  constructor
  · rintro ⟨c, hc⟩ i j
    have hc0 : c ≠ 0 := fun h0 => hq (by rw [hc i, h0, zero_mul])
    exact mul_left_cancel₀ hc0 ((hc i).symm.trans (hc j))
  · intro h
    rcases isEmpty_or_nonempty n with he | ⟨⟨i₀⟩⟩
    · exact ⟨0, fun i => he.elim i⟩
    · exact ⟨q / m i₀, fun i => by rw [h i i₀, div_mul_cancel₀ _ (hm i₀).ne']⟩
```

## Two atoms and a spring

A spring of stiffness \(k\neq0\) meets both conditions on \(\Phi\): the matrix is symmetric, its rows sum to zero, so translations cost no force, and \(k(u_0-u_1)=0\) forces \(u_0=u_1\).

```lean
/-- The force constants of two atoms joined by a spring of stiffness `k`. -/
def diatomicSpring (k : ℝ) : Matrix (Fin 2) (Fin 2) ℝ := !![k, -k; -k, k]

/-- For nonzero stiffness, the force constants of two atoms joined by a spring are symmetric and
their kernel consists exactly of the translations. -/
theorem diatomicSpring_witness {k : ℝ} (hk : k ≠ 0) :
    (diatomicSpring k).IsSymm ∧ KernelIsTranslations (diatomicSpring k) := by
  constructor
  · exact Matrix.IsSymm.ext fun i j => by
      fin_cases i <;> fin_cases j <;> simp [diatomicSpring]
  · intro u
    constructor
    · intro h
      have h0 : k * u 0 + -k * u 1 = 0 := by
        simpa [diatomicSpring, Matrix.mulVec, dotProduct, Fin.sum_univ_succ] using congrFun h 0
      have h1 : u 0 = u 1 := mul_left_cancel₀ hk (by linarith)
      refine ⟨u 1, fun i => ?_⟩
      fin_cases i
      · exact h1
      · rfl
    · rintro ⟨a, ha⟩
      ext i
      fin_cases i <;>
        simp [diatomicSpring, Matrix.mulVec, dotProduct, Fin.sum_univ_succ, ha]

end

end AcousticChargeCorrection
```

```lean
#print axioms AcousticChargeCorrection.isSilent_iff_proportional_mass
-- 'AcousticChargeCorrection.isSilent_iff_proportional_mass' depends on axioms: [propext, Classical.choice, Quot.sound]
#print axioms AcousticChargeCorrection.neutralising_correction
-- 'AcousticChargeCorrection.neutralising_correction' depends on axioms: [propext, Classical.choice, Quot.sound]
#print axioms AcousticChargeCorrection.uniform_correction_isSilent_iff
-- 'AcousticChargeCorrection.uniform_correction_isSilent_iff' depends on axioms: [propext, Classical.choice, Quot.sound]
```
